# Capping the potential never raises the ground energy of a real symmetric finite-grid Hamiltonian

I want to separate the error that a potential cap makes in a ground energy from the error of the grid. My discrete variable representation (DVR) has a few points high on a repulsive wall. I replace the potential there by a constant $c$ to keep the spectral range of the Hamiltonian small, and the ground energy moves. Is the sign of that shift fixed? And can I bound its size from the capped run alone, without diagonalising the uncapped matrix as well?

## Each ground vector is a trial vector for the other Hamiltonian

Yes to both. Let $T$ be the real symmetric kinetic matrix, $V_i$ the potential at grid point $i$, and $W_i=\min(V_i,c)$. Write $H_V=T+\mathrm{diag}(V)$ and $H_W=T+\mathrm{diag}(W)$, with ground energies $E(V)$ and $E(W)$ and unit ground vectors $u$ and $w$. Then

$$\sum_i (V_i-W_i)u_i^2\;\le\;E(V)-E(W)\;\le\;\sum_i (V_i-W_i)w_i^2 .$$

The right-hand sum needs only the capped ground vector and the known potential, so the capped run gives an interval for $E(V)$: from $E(W)$ up to $E(W)$ plus that sum.

**The variational principle.** Let $H$ be real symmetric with lowest eigenvalue $E$. Expand a vector $x=\sum_k a_k e_k$ in an orthonormal eigenbasis with eigenvalues $\lambda_k\ge E$. Then

$$x\cdot Hx-E\,x\cdot x=\sum_k(\lambda_k-E)a_k^2\ge 0 .$$

**The two bounds.** For a fixed vector $x$, the kinetic terms cancel in the difference of the two quadratic forms, which are the mean energies when $x$ is a unit vector:

$$x\cdot H_Vx-x\cdot H_Wx=\sum_i(V_i-W_i)x_i^2 .$$

For $x=u$, the first term is $E(V)$ and the second is at least $E(W)$, so the sum is at most $E(V)-E(W)$. For $x=w$, the first term is at least $E(V)$ and the second is $E(W)$, so the sum is at least $E(V)-E(W)$. This holds for any two potentials.

**The sign.** For the cap, $V_i-W_i=\max(V_i-c,0)\ge0$. The lower bound is therefore nonnegative, and $E(W)\le E(V)$.

**A cruder estimate.** If $V_i\le M$ everywhere, each capped point contributes at most $(M-c)w_i^2$ and the other points contribute nothing, so

$$E(V)-E(W)\le (M-c)\sum_{i:\,V_i>c}w_i^2 .$$

**When the cap costs nothing.** Suppose $E(V)=E(W)$. The lower sum is then at most zero, and its terms are nonnegative, so each one vanishes and $u_i=0$ wherever $V_i>c$. Hence $H_Wu=H_Vu=E(V)u=E(W)u$, and $u$ is also a capped ground state. Conversely, if some capped ground state $v$ vanishes at all capped points, the upper bound with $v$ in place of $w$ is zero, and the two energies agree.

Here is the Lean file.

```lean
import Mathlib

open Matrix

namespace CappedGridPotential

variable {n : Type*} [Fintype n] [DecidableEq n]

/-- The grid Hamiltonian: a kinetic matrix `T` plus a potential `V` that is diagonal on the
grid points. -/
def hamiltonian (T : Matrix n n ℝ) (V : n → ℝ) : Matrix n n ℝ := T + diagonal V

/-- The potential `V` cut off at the height `c`. -/
def capped (c : ℝ) (V : n → ℝ) : n → ℝ := fun i => min (V i) c

/-- `u` is a ground state of `H` with energy `E`: a unit eigenvector whose eigenvalue `E` is
the lowest of all eigenvalues of `H`. -/
structure IsGroundState (H : Matrix n n ℝ) (E : ℝ) (u : n → ℝ) : Prop where
  unit : u ⬝ᵥ u = 1
  eigen : H *ᵥ u = E • u
  lowest : ∀ (μ : ℝ) (x : n → ℝ), x ≠ 0 → H *ᵥ x = μ • x → E ≤ μ

omit [Fintype n] [DecidableEq n] in
/-- A real symmetric matrix is Hermitian. -/
lemma isHermitian_of_isSymm {H : Matrix n n ℝ} (hH : H.IsSymm) : H.IsHermitian :=
  Matrix.IsHermitian.ext fun i j => (star_trivial _).trans (hH.apply i j)

/-- Every real symmetric Hamiltonian on a nonempty finite grid has a ground state. -/
theorem exists_groundState [Nonempty n] {H : Matrix n n ℝ} (hH : H.IsSymm) :
    ∃ E u, IsGroundState H E u := by
  have hA := isHermitian_of_isSymm hH
  obtain ⟨k, hk⟩ := Finite.exists_min hA.eigenvalues
  refine ⟨hA.eigenvalues k, (hA.eigenvectorBasis k).ofLp, ?_,
    hA.mulVec_eigenvectorBasis k, ?_⟩
  · have h := real_inner_self_eq_norm_sq (hA.eigenvectorBasis k)
    rw [hA.eigenvectorBasis.orthonormal.1 k, EuclideanSpace.inner_eq_star_dotProduct,
      star_trivial] at h
    exact h.trans (by norm_num)
  · intro μ x hx hμ
    by_contra hlt
    rw [not_le] at hlt
    apply hx
    -- an eigenvector below the whole spectrum is orthogonal to the eigenbasis
    have hz : ∀ j, inner ℝ (hA.eigenvectorBasis j) (WithLp.toLp 2 x) = 0 := by
      intro j
      rw [EuclideanSpace.inner_eq_star_dotProduct, star_trivial]
      change x ⬝ᵥ (hA.eigenvectorBasis j).ofLp = 0
      have h1 : x ⬝ᵥ H *ᵥ (hA.eigenvectorBasis j).ofLp
          = (H *ᵥ x) ⬝ᵥ (hA.eigenvectorBasis j).ofLp := by
        rw [Matrix.dotProduct_mulVec, ← Matrix.mulVec_transpose, hH.eq]
      rw [hA.mulVec_eigenvectorBasis, hμ, dotProduct_smul, smul_dotProduct,
        smul_eq_mul, smul_eq_mul] at h1
      have h2 : (hA.eigenvalues j - μ) * (x ⬝ᵥ (hA.eigenvectorBasis j).ofLp) = 0 := by
        linear_combination h1
      exact (mul_eq_zero.mp h2).resolve_left fun h0 => by linarith [hk j]
    have hs := hA.eigenvectorBasis.sum_repr' (WithLp.toLp 2 x)
    simp only [hz, zero_smul, Finset.sum_const_zero] at hs
    exact (congrArg WithLp.ofLp hs).symm

/-- Variational principle: for a real symmetric Hamiltonian `H` with ground energy `E`, every vector
`x` satisfies `E * (x ⬝ᵥ x) ≤ x ⬝ᵥ H *ᵥ x`. For a unit vector, the right-hand side is the mean
energy and the left-hand side is `E`. -/
theorem variational_principle {H : Matrix n n ℝ} (hH : H.IsSymm) {E : ℝ} {u : n → ℝ}
    (hu : IsGroundState H E u) (x : n → ℝ) : E * (x ⬝ᵥ x) ≤ x ⬝ᵥ H *ᵥ x := by
  have hA : (H - E • (1 : Matrix n n ℝ)).IsHermitian :=
    isHermitian_of_isSymm (hH.sub (Matrix.isSymm_one.smul E))
  -- the shifted Hamiltonian has no negative eigenvalue
  have hpos : (H - E • (1 : Matrix n n ℝ)).PosSemidef := by
    rw [hA.posSemidef_iff_eigenvalues_nonneg]
    intro j
    have hv := hA.mulVec_eigenvectorBasis j
    have hne : (hA.eigenvectorBasis j).ofLp ≠ 0 := by
      intro h0
      apply hA.eigenvectorBasis.orthonormal.ne_zero j
      ext i
      exact congrFun h0 i
    rw [Matrix.sub_mulVec, Matrix.smul_mulVec, Matrix.one_mulVec] at hv
    have h := hu.lowest (hA.eigenvalues j + E) _ hne (by
      rw [add_smul, ← hv, sub_add_cancel])
    change (0 : ℝ) ≤ hA.eigenvalues j
    linarith
  have h := hpos.dotProduct_mulVec_nonneg x
  rw [star_trivial, Matrix.sub_mulVec, Matrix.smul_mulVec, Matrix.one_mulVec,
    dotProduct_sub, dotProduct_smul, smul_eq_mul] at h
  linarith

/-- Replacing the potential `W` by `V` changes the quadratic form `x ⬝ᵥ H *ᵥ x` of a fixed vector
`x` by the potential difference weighted with the squared entries of `x`. For a unit vector, the
quadratic form is the mean energy. -/
theorem mean_energy_sub (T : Matrix n n ℝ) (V W x : n → ℝ) :
    x ⬝ᵥ hamiltonian T V *ᵥ x - x ⬝ᵥ hamiltonian T W *ᵥ x
      = ∑ i, (V i - W i) * x i ^ 2 := by
  simp only [hamiltonian, Matrix.add_mulVec, dotProduct_add]
  rw [add_sub_add_left_eq_sub]
  simp only [dotProduct, Matrix.mulVec_diagonal]
  rw [← Finset.sum_sub_distrib]
  exact Finset.sum_congr rfl fun i _ => by ring

/-- For a symmetric kinetic matrix and any two grid potentials, the difference of the ground
energies lies between the mean potential differences in the two ground states. -/
theorem ground_energy_difference_bounds {T : Matrix n n ℝ} (hT : T.IsSymm)
    {V W u w : n → ℝ} {EV EW : ℝ} (hu : IsGroundState (hamiltonian T V) EV u)
    (hw : IsGroundState (hamiltonian T W) EW w) :
    ∑ i, (V i - W i) * u i ^ 2 ≤ EV - EW ∧
      EV - EW ≤ ∑ i, (V i - W i) * w i ^ 2 := by
  -- each ground vector serves as trial vector for the other Hamiltonian
  have h1 := variational_principle (hT.add (Matrix.isSymm_diagonal W)) hw u
  have h2 := variational_principle (hT.add (Matrix.isSymm_diagonal V)) hu w
  change _ ≤ u ⬝ᵥ hamiltonian T W *ᵥ u at h1
  change _ ≤ w ⬝ᵥ hamiltonian T V *ᵥ w at h2
  have h3 := mean_energy_sub T V W u
  have h4 := mean_energy_sub T V W w
  rw [hu.eigen, dotProduct_smul, hu.unit, smul_eq_mul] at h3
  rw [hw.eigen, dotProduct_smul, hw.unit, smul_eq_mul] at h4
  rw [hu.unit] at h1
  rw [hw.unit] at h2
  constructor <;> linarith

/-- Capping the potential of a grid Hamiltonian with symmetric kinetic matrix never raises the
ground energy, and the lowering lies between the mean removed potential in the original and in
the capped ground state. -/
theorem capping_bounds {T : Matrix n n ℝ} (hT : T.IsSymm) {V u w : n → ℝ} {c EV EW : ℝ}
    (hu : IsGroundState (hamiltonian T V) EV u)
    (hw : IsGroundState (hamiltonian T (capped c V)) EW w) :
    ∑ i, (V i - capped c V i) * u i ^ 2 ≤ EV - EW ∧
      EV - EW ≤ ∑ i, (V i - capped c V i) * w i ^ 2 ∧ EW ≤ EV := by
  obtain ⟨h1, h2⟩ := ground_energy_difference_bounds hT hu hw
  have h0 : 0 ≤ ∑ i, (V i - capped c V i) * u i ^ 2 :=
    Finset.sum_nonneg fun i _ =>
      mul_nonneg (sub_nonneg.mpr (min_le_left _ _)) (sq_nonneg _)
  exact ⟨h1, h2, by linarith⟩

/-- For a symmetric kinetic matrix and a potential that nowhere exceeds `M`, capping the potential
at `c` lowers the ground energy by at most `M - c` times the probability of finding the capped
ground state on the capped points. -/
theorem capping_error_le {T : Matrix n n ℝ} (hT : T.IsSymm) {V u w : n → ℝ}
    {c M EV EW : ℝ} (hM : ∀ i, V i ≤ M) (hu : IsGroundState (hamiltonian T V) EV u)
    (hw : IsGroundState (hamiltonian T (capped c V)) EW w) :
    EV - EW ≤ (M - c) * ∑ i with c < V i, w i ^ 2 := by
  refine (capping_bounds hT hu hw).2.1.trans ?_
  rw [Finset.mul_sum, Finset.sum_filter]
  refine Finset.sum_le_sum fun i _ => ?_
  split_ifs with h
  · rw [capped, min_eq_right h.le]
    exact mul_le_mul_of_nonneg_right (by linarith [hM i]) (sq_nonneg _)
  · rw [capped, min_eq_left (not_lt.mp h), sub_self, zero_mul]

/-- For a symmetric kinetic matrix, capping leaves the ground energy unchanged exactly when
some ground state of the capped Hamiltonian vanishes at every capped point. -/
theorem capping_exact_iff {T : Matrix n n ℝ} (hT : T.IsSymm) {V u w : n → ℝ} {c EV EW : ℝ}
    (hu : IsGroundState (hamiltonian T V) EV u)
    (hw : IsGroundState (hamiltonian T (capped c V)) EW w) :
    EV = EW ↔ ∃ v, IsGroundState (hamiltonian T (capped c V)) EW v ∧
      ∀ i, c < V i → v i = 0 := by
  constructor
  · intro hE
    have hn : ∀ i ∈ Finset.univ, 0 ≤ (V i - capped c V i) * u i ^ 2 := fun i _ =>
      mul_nonneg (sub_nonneg.mpr (min_le_left _ _)) (sq_nonneg _)
    have hs : ∑ i, (V i - capped c V i) * u i ^ 2 = 0 :=
      le_antisymm (by linarith [(capping_bounds hT hu hw).1]) (Finset.sum_nonneg hn)
    -- the original ground state has no amplitude where the potential was cut
    have hz : ∀ i, c < V i → u i = 0 := by
      intro i hi
      have h := (Finset.sum_eq_zero_iff_of_nonneg hn).mp hs i (Finset.mem_univ i)
      rw [capped, min_eq_right hi.le] at h
      exact pow_eq_zero_iff two_ne_zero |>.mp
        ((mul_eq_zero.mp h).resolve_left fun h0 => by linarith)
    refine ⟨u, ⟨hu.unit, ?_, hw.lowest⟩, hz⟩
    rw [← hE, ← hu.eigen]
    ext i
    simp only [hamiltonian, Matrix.add_mulVec, Pi.add_apply, Matrix.mulVec_diagonal]
    by_cases hi : c < V i
    · rw [hz i hi, mul_zero, mul_zero]
    · rw [capped, min_eq_left (not_lt.mp hi)]
  · rintro ⟨v, hv, hz⟩
    obtain ⟨-, h2, h3⟩ := capping_bounds hT hu hv
    have hs : ∑ i, (V i - capped c V i) * v i ^ 2 = 0 := by
      refine Finset.sum_eq_zero fun i _ => ?_
      by_cases hi : c < V i
      · rw [hz i hi]
        ring
      · rw [capped, min_eq_left (not_lt.mp hi), sub_self, zero_mul]
    linarith

end CappedGridPotential
```

```lean
#print axioms CappedGridPotential.exists_groundState
#print axioms CappedGridPotential.capping_bounds
#print axioms CappedGridPotential.capping_error_le
#print axioms CappedGridPotential.capping_exact_iff
```

```
'CappedGridPotential.exists_groundState' depends on axioms: [propext, Classical.choice, Quot.sound]
'CappedGridPotential.capping_bounds' depends on axioms: [propext, Classical.choice, Quot.sound]
'CappedGridPotential.capping_error_le' depends on axioms: [propext, Classical.choice, Quot.sound]
'CappedGridPotential.capping_exact_iff' depends on axioms: [propext, Classical.choice, Quot.sound]
```

## What the statements say about a grid calculation

The finite type `n` labels the grid points, `hamiltonian T V` is $H_V$, and `capped c V` is $W$. The operations `⬝ᵥ` and `*ᵥ` are the dot product and the matrix-vector product.

`IsGroundState H E u` says that `u` has unit norm, that it is an eigenvector with eigenvalue `E`, and that no eigenvalue of `H` lies below `E`. It does not require the ground state to be unique. With degeneracy, the bounds hold for every choice of $u$ and $w$. `capping_exact_iff` speaks of some capped ground state because the given `w` may be nonzero at a capped point even when another capped ground state vanishes at all of them.

The main theorem, `capping_bounds`, assumes `T.IsSymm` and a ground state for each Hamiltonian, and concludes the two bounds together with `EW ≤ EV`. Such ground states exist on every nonempty grid by `exists_groundState`. The estimate with $M$ is `capping_error_le`, where the filtered sum is the probability of finding the capped ground state on the capped points.

The convention for $u_i^2$ matters in a DVR: $u_i$ is the coefficient of an orthonormal basis function, with the quadrature weight absorbed, and not the value of the wavefunction at the point. The potential must be diagonal in that basis.

For DVR practice, the result controls the cap's error in the ground energy of a fixed, finite, real symmetric matrix. It does not address the distance to the continuum energy, excited states, or complex Hermitian kinetic matrices.

## From the spectral theorem to the capped bounds

`exists_groundState` picks the smallest member of Mathlib's list of eigenvalues. To show that no other eigenvalue lies lower, it takes an eigenvector `x` with eigenvalue `μ` below the whole list. Symmetry makes `x` orthogonal to every member of the eigenbasis, so `x` is zero, a contradiction.

`variational_principle` packages the expansion above differently. The matrix $H-E\,\mathbb 1$ has no negative eigenvalue, because adding $E$ to one would give an eigenvalue of $H$ below $E$. It is therefore positive semidefinite, which is the required inequality.

`mean_energy_sub` is the cancellation of the kinetic terms. In `ground_energy_difference_bounds`, `h1` and `h2` are the variational inequalities for the exchanged trial vectors, and `h3` and `h4` are the mean-energy differences in $u$ and $w$. Once the eigenvalue equations and unit norms are inserted, `linarith` combines them.

`capping_bounds` adds the nonnegativity of $V_i-W_i$, which comes from `min_le_left`. `capping_error_le` compares the upper sum term by term, splitting on whether a point is capped.

In `capping_exact_iff`, the forward direction uses `Finset.sum_eq_zero_iff_of_nonneg` to pass from a zero sum to zero terms, then checks the eigenvalue equation point by point. The reverse direction applies `capping_bounds` to `v`.
